# For p > 0, every even-order derivative of exp(−p x²) is largest in absolute value at x = 0

When an electron density is evaluated on a grid, a term can be skipped if a bound shows it to be negligible at every point. Take two unnormalised p-type Gaussians on a line, (x − A) exp(−a(x − A)²) and (x − B) exp(−b(x − B)²), with a, b > 0. Their product is a sum of derivatives of one Gaussian with exponent p = a + b. The second-derivative term has coefficient K/(4p²), where K = exp(−ab(A − B)²/p). That derivative never exceeds 2p in size, so the term never exceeds K/(2p) in size. If K/(2p), multiplied by the size of the coefficient with which the product enters the density, is below the threshold, the term can be skipped on the whole grid.

The value 2p is the case k = 1 of the bound (2k)! p^k / k! on the 2k-th derivative, proved below for a one-dimensional Gaussian centred at the origin. Moving to a product of three such factors about a general centre is a further step, left to the reader.

```lean
import Mathlib

open scoped Nat

namespace HermiteGaussianBounds

noncomputable section
```

## The functions and their envelope

Write L_n for the n-th derivative of exp(−p x²), with p and x real and n = 0, 1, 2, … In Lean this is `hermiteGaussian p n`, defined through Mathlib's `iteratedDeriv`. Integral codes often differentiate with respect to the centre instead, which changes the sign of odd orders but no absolute value. For p > 0 and n ≥ 2 these are not eigenfunctions of the quantum harmonic oscillator: L_n is, up to a constant, the Hermite polynomial H_n(√p x) times exp(−p x²), whereas an eigenfunction pairs that polynomial with exp(−p x²/2).

```lean
/-- The Hermite Gaussian of order `n` and exponent `p`, centred at the origin:
the `n`-th derivative of `exp (-p x²)`. -/
def hermiteGaussian (p : ℝ) (n : ℕ) : ℝ → ℝ :=
  iteratedDeriv n (fun x : ℝ => Real.exp (-p * x ^ 2))
```

For p > 0 the size of L_n will be controlled by

S_n = L_n² + L_{n+1}² / (2p(n+1)).

```lean
/-- The squared envelope `L_n² + L_{n+1}² / (2p(n+1))` of the Hermite Gaussian `L_n`,
for exponents `p > 0`. -/
def envelope (p : ℝ) (n : ℕ) (x : ℝ) : ℝ :=
  hermiteGaussian p n x ^ 2 + hermiteGaussian p (n + 1) x ^ 2 / (2 * p * (n + 1))
```

## Derivatives and recurrence

Since the Gaussian is smooth, every L_n is differentiable, and by definition

L_n′ = L_{n+1}.

```lean
/-- Differentiating a Hermite Gaussian raises its order by one. -/
theorem hasDerivAt_hermiteGaussian (p : ℝ) (n : ℕ) (x : ℝ) :
    HasDerivAt (hermiteGaussian p n) (hermiteGaussian p (n + 1) x) x := by
  have hf : ContDiff ℝ ((n + 1 : ℕ) : WithTop ℕ∞)
      (fun x : ℝ => Real.exp (-p * x ^ 2)) := by fun_prop
  have hd : Differentiable ℝ (hermiteGaussian p n) :=
    hf.differentiable_iteratedDeriv n (by exact_mod_cast Nat.lt_succ_self n)
  have h := (hd x).hasDerivAt
  unfold hermiteGaussian at h ⊢
  rw [iteratedDeriv_succ]
  exact h
```

To treat both signs of x together, follow the ray s ↦ s x from the centre. The chain rule gives

d/ds L_n(s x) = x L_{n+1}(s x).

```lean
/-- Along the ray `s ↦ s x` a Hermite Gaussian changes at `x` times the rate given by
the next order. -/
theorem hasDerivAt_ray (p : ℝ) (n : ℕ) (x s : ℝ) :
    HasDerivAt (fun s : ℝ => hermiteGaussian p n (s * x))
      (hermiteGaussian p (n + 1) (s * x) * x) s := by
  have hm : HasDerivAt (fun s : ℝ => s * x) x s := hasDerivAt_mul_const x
  have h := HasDerivAt.comp s (hasDerivAt_hermiteGaussian p n (s * x)) hm
  exact h
```

Differentiating the exponential once gives

L_1 = −2p x L_0.

```lean
/-- The first-order Hermite Gaussian is `-2 p x` times the Gaussian itself. -/
theorem hermiteGaussian_one (p x : ℝ) :
    hermiteGaussian p 1 x = -2 * p * x * hermiteGaussian p 0 x := by
  have h0 : hermiteGaussian p 0 = fun x : ℝ => Real.exp (-p * x ^ 2) := by
    unfold hermiteGaussian
    exact iteratedDeriv_zero
  have h1 : HasDerivAt (hermiteGaussian p 0) (hermiteGaussian p 1 x) x :=
    hasDerivAt_hermiteGaussian p 0 x
  have h2 := (((hasDerivAt_pow 2 x).const_mul (-p))).exp
  rw [h0] at h1 ⊢
  rw [h1.unique h2]
  norm_num
  ring
```

Differentiating again gives L_2 = −2p x L_1 − 2p L_0, the case n = 0 of

L_{n+2} = −2p x L_{n+1} − 2p(n+1) L_n.

If this holds for n, its derivative is

L_{n+3} = −2p L_{n+1} − 2p x L_{n+2} − 2p(n+1) L_{n+1} = −2p x L_{n+2} − 2p(n+2) L_{n+1},

which is the case n + 1.

The Lean device here is `HasDerivAt.unique`. `HasDerivAt f d x` says that f has derivative d at x, and `unique` says that two such values d are equal. One value comes from the definition of L_n, the other from the product rule; equating them yields the recurrence.

```lean
/-- Three-term recurrence of the Hermite Gaussians:
`L_{n+2} = -2 p x L_{n+1} - 2 p (n+1) L_n`. -/
theorem recurrence (p : ℝ) (n : ℕ) (x : ℝ) :
    hermiteGaussian p (n + 2) x =
      -2 * p * x * hermiteGaussian p (n + 1) x
        - 2 * p * (n + 1) * hermiteGaussian p n x := by
  induction n generalizing x with
  | zero =>
    have h1 : HasDerivAt (hermiteGaussian p 1) (hermiteGaussian p 2 x) x :=
      hasDerivAt_hermiteGaussian p 1 x
    rw [funext (hermiteGaussian_one p)] at h1
    have h2 := ((hasDerivAt_id' x).const_mul (-2 * p)).fun_mul
      (hasDerivAt_hermiteGaussian p 0 x)
    have h3 := h1.unique h2
    show hermiteGaussian p 2 x = _
    rw [h3]
    push_cast
    ring
  | succ n ih =>
    -- differentiate the recurrence of the previous order
    have h1 : HasDerivAt (hermiteGaussian p (n + 2)) (hermiteGaussian p (n + 3) x) x :=
      hasDerivAt_hermiteGaussian p (n + 2) x
    rw [funext ih] at h1
    have h2 := (((hasDerivAt_id' x).const_mul (-2 * p)).fun_mul
      (hasDerivAt_hermiteGaussian p (n + 1) x)).fun_sub
      ((hasDerivAt_hermiteGaussian p n x).const_mul (2 * p * (n + 1)))
    have h3 := h1.unique h2
    show hermiteGaussian p (n + 3) x = _
    rw [h3]
    push_cast
    ring
```

## Values at the centre

At x = 0 the recurrence reduces to L_{n+2}(0) = −2p(n+1) L_n(0). Starting from L_0(0) = 1 and L_1(0) = 0, and using (2k+2)!/(k+1)! = 2(2k+1) (2k)!/k!, induction gives

L_{2k}(0) = (−1)^k (2k)! p^k / k!,  L_{2k+1}(0) = 0.

```lean
/-- At the centre the Hermite Gaussian of order `2k` equals `(-1)^k (2k)! p^k / k!`,
and that of order `2k+1` vanishes. -/
theorem value_at_centre (p : ℝ) (k : ℕ) :
    hermiteGaussian p (2 * k) 0 = (-1) ^ k * ((2 * k)! * p ^ k / k !) ∧
      hermiteGaussian p (2 * k + 1) 0 = 0 := by
  induction k with
  | zero =>
    refine ⟨by simp [hermiteGaussian], ?_⟩
    show hermiteGaussian p 1 0 = 0
    rw [hermiteGaussian_one]
    ring
  | succ k ih =>
    constructor
    · have hf : ((2 * (k + 1))! : ℝ) = (2 * k + 2) * (2 * k + 1) * (2 * k)! := by
        rw [show 2 * (k + 1) = (2 * k + 1) + 1 by ring, Nat.factorial_succ,
          Nat.factorial_succ]
        push_cast
        ring
      have hk : (k ! : ℝ) ≠ 0 := by positivity
      have hk1 : (k : ℝ) + 1 ≠ 0 := by positivity
      rw [hf, Nat.factorial_succ k]
      show hermiteGaussian p (2 * k + 2) 0 = _
      rw [recurrence, ih.1]
      push_cast
      field_simp
      ring
    · show hermiteGaussian p (2 * k + 1 + 2) 0 = 0
      rw [recurrence, ih.2]
      ring
```

## The envelope falls away from the centre

From here on p > 0, so the Gaussian decays. The recurrence reads

L_n″ + 2p x L_n′ + 2p(n+1) L_n = 0,

which, with x read as time, is the equation of a classical oscillator with friction for x > 0; S_n is proportional to the energy of that oscillator. Along the ray,

d/ds S_n(s x) = x [2 L_n L_{n+1} + L_{n+1} L_{n+2} / (p(n+1))] = −2 s x² L_{n+1}² / (n+1),

with all L evaluated at s x; the recurrence cancels the mixed term.

```lean
/-- For `p > 0` the envelope changes along the ray `s ↦ s x` at the rate
`-2 s x² L_{n+1}(s x)² / (n+1)`. -/
theorem hasDerivAt_envelope_ray {p : ℝ} (hp : 0 < p) (n : ℕ) (x s : ℝ) :
    HasDerivAt (fun s : ℝ => envelope p n (s * x))
      (-(2 * s * x ^ 2 * hermiteGaussian p (n + 1) (s * x) ^ 2 / (n + 1))) s := by
  have h := ((hasDerivAt_ray p n x s).fun_pow 2).fun_add
    (((hasDerivAt_ray p (n + 1) x s).fun_pow 2).div_const (2 * p * (n + 1)))
  refine h.congr_deriv ?_
  have hr : hermiteGaussian p (n + 1 + 1) (s * x) = _ := recurrence p n (s * x)
  have h21 : (2 : ℕ) - 1 = 1 := rfl
  have hn : (n : ℝ) + 1 ≠ 0 := by positivity
  have hp' : p ≠ 0 := hp.ne'
  rw [hr]
  simp only [h21, pow_one, Nat.cast_ofNat]
  field_simp
  ring
```

Hence S_n(x) ≤ S_n(0). Suppose equality held for some x ≠ 0. Then S_n would be constant between 0 and x, with derivative zero along the ray. `unique` equates that zero with the formula above, so L_{n+1} vanishes on the open segment. At x/2 its derivative L_{n+2} vanishes too, and the recurrence forces L_n(x/2) = 0. Thus S_n(0) = S_n(x/2) = 0. But one of n and n + 1 is even, and even orders are nonzero at the centre, so S_n(0) > 0: a contradiction.

```lean
/-- For `p > 0` the envelope of a Hermite Gaussian of any order is strictly smaller
away from the centre than at the centre. -/
theorem envelope_lt_centre {p : ℝ} (hp : 0 < p) (n : ℕ) {x : ℝ} (hx : x ≠ 0) :
    envelope p n x < envelope p n 0 := by
  have hanti : AntitoneOn (fun s : ℝ => envelope p n (s * x)) (Set.Ici 0) := by
    refine antitoneOn_of_deriv_nonpos (convex_Ici 0)
      (fun s _ => (hasDerivAt_envelope_ray hp n x s).continuousAt.continuousWithinAt)
      (fun s _ =>
        (hasDerivAt_envelope_ray hp n x s).differentiableAt.differentiableWithinAt) ?_
    intro s hs
    rw [interior_Ici] at hs
    have hs0 : 0 < s := hs
    rw [(hasDerivAt_envelope_ray hp n x s).deriv]
    exact neg_nonpos.2 (by positivity)
  have hle : ∀ s t : ℝ, 0 ≤ s → s ≤ t → envelope p n (t * x) ≤ envelope p n (s * x) :=
    fun s t hs hst => hanti (Set.mem_Ici.2 hs) (Set.mem_Ici.2 (hs.trans hst)) hst
  have h10 := hle 0 1 le_rfl zero_le_one
  rw [one_mul, zero_mul] at h10
  refine lt_of_le_of_ne h10 fun heq => ?_
  -- equality would make the envelope constant between the centre and `x`
  have hconst : ∀ s ∈ Set.Ioo (0 : ℝ) 1, envelope p n (s * x) = envelope p n 0 := by
    intro s hs
    have h1 := hle s 1 hs.1.le hs.2.le
    have h2 := hle 0 s le_rfl hs.1.le
    rw [one_mul] at h1
    rw [zero_mul] at h2
    linarith
  have hzero : ∀ s ∈ Set.Ioo (0 : ℝ) 1, hermiteGaussian p (n + 1) (s * x) = 0 := by
    intro s hs
    have hc : HasDerivAt (fun s : ℝ => envelope p n (s * x)) 0 s :=
      (hasDerivAt_const s (envelope p n 0)).congr_of_eventuallyEq
        (Filter.eventually_of_mem (isOpen_Ioo.mem_nhds hs) hconst)
    have he := (hasDerivAt_envelope_ray hp n x s).unique hc
    by_contra hne
    have hs0 : 0 < s := hs.1
    have hpos : 0 < 2 * s * x ^ 2 * hermiteGaussian p (n + 1) (s * x) ^ 2 / (n + 1) := by
      positivity
    linarith
  -- then three successive orders vanish at the midpoint
  have hmid : (1 / 2 : ℝ) ∈ Set.Ioo (0 : ℝ) 1 := by constructor <;> norm_num
  have hc : HasDerivAt (fun s : ℝ => hermiteGaussian p (n + 1) (s * x)) 0 (1 / 2) :=
    (hasDerivAt_const (1 / 2 : ℝ) (0 : ℝ)).congr_of_eventuallyEq
      (Filter.eventually_of_mem (isOpen_Ioo.mem_nhds hmid) hzero)
  have h2 : hermiteGaussian p (n + 2) (1 / 2 * x) = 0 :=
    (mul_eq_zero.1 ((hasDerivAt_ray p (n + 1) x (1 / 2)).unique hc)).resolve_right hx
  have h1 := hzero _ hmid
  have hr := recurrence p n (1 / 2 * x)
  rw [h2, h1] at hr
  have hcoef : 2 * p * ((n : ℝ) + 1) ≠ 0 := by positivity
  have h0 : hermiteGaussian p n (1 / 2 * x) = 0 :=
    (mul_eq_zero.1 (by linarith :
      2 * p * ((n : ℝ) + 1) * hermiteGaussian p n (1 / 2 * x) = 0)).resolve_left hcoef
  have hS := hconst _ hmid
  unfold envelope at hS
  rw [h0, h1, zero_pow two_ne_zero, zero_div, add_zero] at hS
  -- but the envelope is positive at the centre
  have hne : ∀ k : ℕ, hermiteGaussian p (2 * k) 0 ≠ 0 := by
    intro k
    rw [(value_at_centre p k).1]
    exact mul_ne_zero (pow_ne_zero _ (by norm_num)) (by positivity)
  have hpos : 0 < hermiteGaussian p n 0 ^ 2
      + hermiteGaussian p (n + 1) 0 ^ 2 / (2 * p * (n + 1)) := by
    obtain ⟨k, hk | hk⟩ := n.even_or_odd'
    · have h : hermiteGaussian p n 0 ≠ 0 := by rw [hk]; exact hne k
      positivity
    · have h : hermiteGaussian p (n + 1) 0 ≠ 0 := by
        rw [show n + 1 = 2 * (k + 1) by omega]
        exact hne (k + 1)
      positivity
  linarith
```

## The bounds

For n = 2k the second term of S_n(0) vanishes, so for x ≠ 0

L_{2k}(x)² ≤ S_{2k}(x) < S_{2k}(0) = L_{2k}(0)².

The theorem states the bound for every real x, together with equality if and only if x = 0. The factorials are read as real numbers, so the division is ordinary division.

```lean
/-- For `p > 0` the `2k`-th derivative of `exp (-p x²)` is at most `(2k)! p^k / k!` in
absolute value, and this value is reached at the centre `x = 0` and nowhere else. -/
theorem abs_even_le {p : ℝ} (hp : 0 < p) (k : ℕ) (x : ℝ) :
    |hermiteGaussian p (2 * k) x| ≤ (2 * k)! * p ^ k / k ! ∧
      (|hermiteGaussian p (2 * k) x| = (2 * k)! * p ^ k / k ! ↔ x = 0) := by
  have hc : |hermiteGaussian p (2 * k) 0| = (2 * k)! * p ^ k / k ! := by
    rw [(value_at_centre p k).1, abs_mul, abs_pow, abs_neg, abs_one, one_pow, one_mul]
    exact abs_of_nonneg (by positivity)
  have hlt : x ≠ 0 → |hermiteGaussian p (2 * k) x| < (2 * k)! * p ^ k / k ! := by
    intro hx
    rw [← hc]
    apply sq_lt_sq.1
    have h := envelope_lt_centre hp (2 * k) hx
    unfold envelope at h
    rw [(value_at_centre p k).2, zero_pow two_ne_zero, zero_div, add_zero] at h
    have h3 : 0 ≤ hermiteGaussian p (2 * k + 1) x ^ 2
        / (2 * p * (((2 * k : ℕ) : ℝ) + 1)) := by positivity
    linarith
  rcases eq_or_ne x 0 with rfl | hx
  · exact ⟨hc.le, fun _ => rfl, fun _ => hc⟩
  · exact ⟨(hlt hx).le, fun h => absurd h (hlt hx).ne, fun h => absurd h hx⟩
```

For n = 2k + 1 the first term vanishes at the centre instead, and for x ≠ 0

L_{2k+1}(x)² < L_{2k+2}(0)² / (4p(k+1)).

Taking square roots gives the stated bound; at x = 0 the left side is zero and the right side positive. For k = 0 it reads |L_1(x)| < √p. Unlike the even bound, it is never attained.

```lean
/-- For `p > 0` the Hermite Gaussian of odd order `2k+1` is everywhere smaller in absolute value
than `(2(k+1))! p^(k+1) / (k+1)!`, the largest absolute value of the one of order `2k+2`, divided by
`2 √(p(k+1))`. -/
theorem abs_odd_lt {p : ℝ} (hp : 0 < p) (k : ℕ) (x : ℝ) :
    |hermiteGaussian p (2 * k + 1) x| <
      ((2 * (k + 1))! * p ^ (k + 1) / (k + 1)!) / (2 * √(p * (k + 1))) := by
  rcases eq_or_ne x 0 with rfl | hx
  · rw [(value_at_centre p k).2, abs_zero]
    positivity
  · have hs : ((-1 : ℝ) ^ (k + 1)) ^ 2 = 1 := by
      rw [← pow_mul, mul_comm, pow_mul]
      norm_num
    -- the squared bound is the envelope at the centre
    have hsq : (((2 * (k + 1))! * p ^ (k + 1) / (k + 1)!) / (2 * √(p * (k + 1)))) ^ 2 =
        hermiteGaussian p (2 * k + 1 + 1) 0 ^ 2
          / (2 * p * (((2 * k + 1 : ℕ) : ℝ) + 1)) := by
      rw [show 2 * k + 1 + 1 = 2 * (k + 1) by ring, (value_at_centre p (k + 1)).1,
        mul_pow ((-1 : ℝ) ^ (k + 1)), hs, one_mul, div_pow _ (2 * √(p * (k + 1))),
        mul_pow (2 : ℝ), Real.sq_sqrt (by positivity)]
      congr 1
      push_cast
      ring
    refine abs_lt_of_sq_lt_sq ?_ (by positivity)
    rw [hsq]
    have h := envelope_lt_centre hp (2 * k + 1) hx
    unfold envelope at h
    rw [(value_at_centre p k).2, zero_pow two_ne_zero, zero_add] at h
    have h3 : 0 ≤ hermiteGaussian p (2 * k + 1 + 1) x ^ 2
        / (2 * p * (((2 * k + 1 : ℕ) : ℝ) + 1)) := by positivity
    linarith

end

end HermiteGaussianBounds
```

```lean
#print axioms HermiteGaussianBounds.abs_even_le
-- 'HermiteGaussianBounds.abs_even_le' depends on axioms: [propext, Classical.choice, Quot.sound]
#print axioms HermiteGaussianBounds.abs_odd_lt
-- 'HermiteGaussianBounds.abs_odd_lt' depends on axioms: [propext, Classical.choice, Quot.sound]
```
